# The function 3 − cos x cos y − cos y cos z − cos z cos x vanishes exactly at the fcc reciprocal lattice vectors

The theorem `fccD_eq_zero_iff` concerns the function D(k) = 3 − cos x cos y − cos y cos z − cos z cos x of a real, dimensionless wave vector k = (x, y, z). It states that D(k) = 0 exactly when k is a reciprocal lattice vector of the fcc crystal, that is, when its coordinates are integer multiples of π with the three integers all even or all odd. For the forward direction, the attempt notes that each product of two cosines is at most 1, so a zero of D forces all three products to equal 1, and the cosines are then all 1 or all −1. For the converse, it uses the invariance of D under reciprocal lattice shifts together with D(0) = 0.

As first written in Lean, the proof fails:

```lean
import Mathlib

open Filter Topology Real

namespace FccCoulombSingularity

noncomputable section

/-- The lattice function D(k) = 3 - cos x cos y - cos y cos z - cos z cos x of a
dimensionless wave vector k = (x, y, z). -/
def fccD (k : Fin 3 → ℝ) : ℝ :=
  3 - cos (k 0) * cos (k 1) - cos (k 1) * cos (k 2) - cos (k 2) * cos (k 0)

/-- The reciprocal lattice of the fcc crystal in dimensionless units: integer multiples of π
in each coordinate, with the three integers all even or all odd. -/
def recipLattice : Set (Fin 3 → ℝ) :=
  {k | ∃ n : Fin 3 → ℤ, (∀ i, k i = (n i : ℝ) * π) ∧
    ((∀ i, Even (n i)) ∨ (∀ i, Odd (n i)))}

private lemma cos_mul_cos_le (x y : ℝ) : cos x * cos y ≤ 1 := by
  nlinarith [mul_nonneg (sub_nonneg.2 (cos_le_one x)) (by linarith [neg_one_le_cos y] :
      0 ≤ 1 + cos y),
    mul_nonneg (sub_nonneg.2 (cos_le_one y)) (by linarith [neg_one_le_cos x] :
      0 ≤ 1 + cos x)]

/-- The function D is unchanged when the wave vector is shifted by a reciprocal lattice
vector. -/
theorem fccD_add_lattice (k : Fin 3 → ℝ) {G : Fin 3 → ℝ} (hG : G ∈ recipLattice) :
    fccD (k + G) = fccD k := by
  obtain ⟨n, hn, he | ho⟩ := hG
  · -- even vectors preserve each cosine
    have h : ∀ i, cos (k i + G i) = cos (k i) := by
      intro i
      obtain ⟨r, hr⟩ := he i
      have e : k i + G i = k i + (r : ℝ) * (2 * π) := by
        rw [hn i, hr]; push_cast; ring
      rw [e, cos_add_int_mul_two_pi]
    simp only [fccD, Pi.add_apply, h]
  · -- odd vectors flip the sign of each cosine
    have h : ∀ i, cos (k i + G i) = -cos (k i) := by
      intro i
      obtain ⟨r, hr⟩ := ho i
      have e : k i + G i = (k i + π) + (r : ℝ) * (2 * π) := by
        rw [hn i, hr]; push_cast; ring
      rw [e, cos_add_int_mul_two_pi, cos_add_pi]
    simp only [fccD, Pi.add_apply, h]
    ring

/-- The zeros of D are exactly the reciprocal lattice vectors. -/
theorem fccD_eq_zero_iff (k : Fin 3 → ℝ) : fccD k = 0 ↔ k ∈ recipLattice := by
  constructor
  · intro h
    unfold fccD at h
    have h01 := cos_mul_cos_le (k 0) (k 1)
    have h12 := cos_mul_cos_le (k 1) (k 2)
    have h20 := cos_mul_cos_le (k 2) (k 0)
    -- all three products must equal one
    have e01 : cos (k 0) * cos (k 1) = 1 := by linarith
    have e12 : cos (k 1) * cos (k 2) = 1 := by linarith
    have e20 : cos (k 2) * cos (k 0) = 1 := by linarith
    have hsq : (cos (k 0) - 1) * (cos (k 0) + 1) = 0 := by
      linear_combination (-cos (k 0) ^ 2) * e12 + cos (k 2) * cos (k 0) * e01 + e20
    rcases mul_eq_zero.1 hsq with h0 | h0
    · have c0 : cos (k 0) = 1 := by linarith
      rw [c0] at e01 e20
      have hc : ∀ i, cos (k i) = 1 := by
        intro i
        fin_cases i
        exacts [c0, by linarith, by linarith]
      choose n hn using fun i => (cos_eq_one_iff (k i)).1 (hc i)
      refine ⟨fun i => 2 * n i, fun i => ?_, Or.inl fun i => even_two_mul (n i)⟩
      push_cast
      linear_combination (-1 : ℝ) * hn i
    · have c0 : cos (k 0) = -1 := by linarith
      rw [c0] at e01 e20
      have hc : ∀ i, cos (k i) = -1 := by
        intro i
        fin_cases i
        exacts [c0, by linarith, by linarith]
      have hs : ∀ i, cos (k i - π) = 1 := by
        intro i
        rw [cos_sub_pi, hc i, neg_neg]
      choose n hn using fun i => (cos_eq_one_iff (k i - π)).1 (hs i)
      refine ⟨fun i => 2 * n i + 1, fun i => ?_, Or.inr fun i => ⟨n i, rfl⟩⟩
      push_cast
      linear_combination (-1 : ℝ) * hn i
  · intro h
    have h0 := fccD_add_lattice 0 h
    rw [zero_add] at h0
    rw [h0]
    norm_num [fccD]

end

end FccCoulombSingularity
```

The compiler's answer:

```
Main.lean:69:23: error: linarith failed to find a contradiction
case h1
k : Fin 3 → ℝ
h : 3 - cos (k 0) * cos (k 1) - cos (k 1) * cos (k 2) - cos (k 2) * cos (k 0) = 0
h01 : cos (k 0) * cos (k 1) ≤ 1
h12 : cos (k 1) * cos (k 2) ≤ 1
h20 : cos (k 2) * cos (k 0) ≤ 1
e01 : 1 * cos (k 1) = 1
e12 : cos (k 1) * cos (k 2) = 1
e20 : cos (k 2) * 1 = 1
hsq : (cos (k 0) - 1) * (cos (k 0) + 1) = 0
h0 : cos (k 0) - 1 = 0
c0 : cos (k 0) = 1
a✝ : cos (k ((fun i => i) ⟨1, ⋯⟩)) < 1
⊢ False
failed
Main.lean:69:36: error: linarith failed to find a contradiction
case h1
k : Fin 3 → ℝ
h : 3 - cos (k 0) * cos (k 1) - cos (k 1) * cos (k 2) - cos (k 2) * cos (k 0) = 0
h01 : cos (k 0) * cos (k 1) ≤ 1
h12 : cos (k 1) * cos (k 2) ≤ 1
h20 : cos (k 2) * cos (k 0) ≤ 1
e01 : 1 * cos (k 1) = 1
e12 : cos (k 1) * cos (k 2) = 1
e20 : cos (k 2) * 1 = 1
hsq : (cos (k 0) - 1) * (cos (k 0) + 1) = 0
h0 : cos (k 0) - 1 = 0
c0 : cos (k 0) = 1
a✝ : cos (k ((fun i => i) ⟨2, ⋯⟩)) < 1
⊢ False
failed
Main.lean:79:23: error: linarith failed to find a contradiction
case h1
k : Fin 3 → ℝ
h : 3 - cos (k 0) * cos (k 1) - cos (k 1) * cos (k 2) - cos (k 2) * cos (k 0) = 0
h01 : cos (k 0) * cos (k 1) ≤ 1
h12 : cos (k 1) * cos (k 2) ≤ 1
h20 : cos (k 2) * cos (k 0) ≤ 1
e01 : -1 * cos (k 1) = 1
e12 : cos (k 1) * cos (k 2) = 1
e20 : cos (k 2) * -1 = 1
hsq : (cos (k 0) - 1) * (cos (k 0) + 1) = 0
h0 : cos (k 0) + 1 = 0
c0 : cos (k 0) = -1
a✝ : cos (k ((fun i => i) ⟨1, ⋯⟩)) < -1
⊢ False
failed
Main.lean:79:36: error: linarith failed to find a contradiction
case h1
k : Fin 3 → ℝ
h : 3 - cos (k 0) * cos (k 1) - cos (k 1) * cos (k 2) - cos (k 2) * cos (k 0) = 0
h01 : cos (k 0) * cos (k 1) ≤ 1
h12 : cos (k 1) * cos (k 2) ≤ 1
h20 : cos (k 2) * cos (k 0) ≤ 1
e01 : -1 * cos (k 1) = 1
e12 : cos (k 1) * cos (k 2) = 1
e20 : cos (k 2) * -1 = 1
hsq : (cos (k 0) - 1) * (cos (k 0) + 1) = 0
h0 : cos (k 0) + 1 = 0
c0 : cos (k 0) = -1
a✝ : cos (k ((fun i => i) ⟨2, ⋯⟩)) < -1
⊢ False
failed
```

The change, after which it compiles:

```diff
@@ -64,8 +64,10 @@
     · have c0 : cos (k 0) = 1 := by linarith
       rw [c0] at e01 e20
+      have c1 : cos (k 1) = 1 := by linarith
+      have c2 : cos (k 2) = 1 := by linarith
       have hc : ∀ i, cos (k i) = 1 := by
         intro i
         fin_cases i
-        exacts [c0, by linarith, by linarith]
+        exacts [c0, c1, c2]
       choose n hn using fun i => (cos_eq_one_iff (k i)).1 (hc i)
       refine ⟨fun i => 2 * n i, fun i => ?_, Or.inl fun i => even_two_mul (n i)⟩
@@ -74,8 +76,10 @@
     · have c0 : cos (k 0) = -1 := by linarith
       rw [c0] at e01 e20
+      have c1 : cos (k 1) = -1 := by linarith
+      have c2 : cos (k 2) = -1 := by linarith
       have hc : ∀ i, cos (k i) = -1 := by
         intro i
         fin_cases i
-        exacts [c0, by linarith, by linarith]
+        exacts [c0, c1, c2]
       have hs : ∀ i, cos (k i - π) = 1 := by
         intro i
```

Cause. All four errors are the same failure, at the second and third coordinates in each of the two sign cases. After `fin_cases i`, the goal is about `cos (k ((fun i => i) ⟨1, ⋯⟩))`, or the same with 2, while the hypotheses `e01` and `e20` are about `cos (k 1)` and `cos (k 2)`. These are equal by definition but written differently. `linarith` treats each cosine as an opaque quantity and did not recognise the two forms as the same, so the hypotheses told it nothing about the goal. The arithmetic itself was sound: `1 * cos (k 1) = 1` does give `cos (k 1) = 1`.

The repair proves `c1` and `c2` before the case split, where the indices are still written `1` and `2` and `linarith` can match them with the hypotheses. `exacts [c0, c1, c2]` then only has to check that each fact agrees with its goal up to definitional equality, which it does. `c0` was already supplied this way, and the first coordinate gave no error.
